# A narrow flat resolution window changes the free-electron Compton profile to second order at the peak and to first order at the Fermi edge

Q: You replace the resolution of a spectrometer by a flat average over a window \([q-b,\,q+b]\), where \(q\) is the momentum at which the profile is read and \(b>0\) is the half-width. A real resolution function is not a box. Why should I accept that?

A: As a model with one parameter. Every momentum in the window counts equally, and nothing outside it counts. The box keeps the feature you care about, namely that a reading at \(q\) mixes in neighbouring momenta, and it lets every average be written in closed form. The formulas below belong to this box and its half-width \(b\). A Gaussian has tails, which would reach past the Fermi edge from every position.

Q: And the profile itself?

A: It is that of non-interacting electrons at zero temperature. The occupied momenta fill a sphere of radius \(k>0\), the Fermi momentum, with uniform density \(3/(4\pi k^3)\) per electron. The Compton profile at \(q\) collects all electrons whose momentum component along the scattering vector equals \(q\). For \(|q|\le k\) these lie on a disc of area \(\pi(k^2-q^2)\), and for larger \(|q|\) there are none. Density times area gives

\[
J(q)=\frac{3\max(0,\,k^2-q^2)}{4k^3}.
\]

The file starts from this formula as a definition; the sphere and the disc are the physics behind it.

```lean
import Mathlib

open Filter Topology

namespace ComptonResolution

noncomputable section

/-- The Compton profile of a free-electron gas with Fermi momentum `k`, per electron,
at momentum `q`; its domain is `k > 0`. -/
def profile (k q : ℝ) : ℝ := 3 * max 0 (k ^ 2 - q ^ 2) / (4 * k ^ 3)
```

Here `profile k q` is \(J(q)\), with the Fermi momentum as first argument. The average is written for a general function `f`, as an integral divided by the window length \(2b\). It has its usual meaning when `f` is integrable over the window, as the continuous profile is; for a non-integrable function Lean sets the integral to zero by convention.

```lean
/-- The average of an integrable spectrum `f` over the resolution window `[q - b, q + b]`; its
domain is `b > 0`. -/
def windowAverage (f : ℝ → ℝ) (b q : ℝ) : ℝ := (∫ x in (q - b)..(q + b), f x) / (2 * b)
```

In `windowAverage f b q` the half-width comes before the position. Neither definition enforces \(k>0\) or \(b>0\); those conditions come in through the hypotheses of the theorems.

Q: The maximum in \(J\) is awkward to integrate. How do you get rid of it?

A: By keeping track of where we are. If \(-k\le q\le k\), then \(k^2-q^2=(k-q)(k+q)\) is a product of two non-negative factors, so the maximum is \(k^2-q^2\) itself. The proof hands exactly this product to `nlinarith`.

```lean
/-- Between `-k` and `k` the profile is an inverted parabola. -/
theorem profile_inside {k q : ℝ} (h1 : -k ≤ q) (h2 : q ≤ k) :
    profile k q = 3 * (k ^ 2 - q ^ 2) / (4 * k ^ 3) := by
  have h : 0 ≤ k ^ 2 - q ^ 2 := by
    nlinarith [mul_nonneg (sub_nonneg.2 h2) (neg_le_iff_add_nonneg.1 h1)]
  simp only [profile, max_eq_right h]
```

Now take two momenta \(a\le c\), both between \(-k\) and \(k\). The integrand is a parabola throughout, and

\[
\int_a^c J(x)\,dx=\frac{3}{4k^3}\Big[k^2x-\frac{x^3}{3}\Big]_a^c=\frac{3k^2(c-a)-(c^3-a^3)}{4k^3}.
\]

The Lean proof takes the same two steps. `integral_congr` replaces the profile by the parabola on the interval. Then `hd` states that the bracket, with its prefactor, is an antiderivative, and the fundamental theorem of calculus evaluates the integral.

```lean
/-- The weight of the profile between two momenta `a ≤ c` that both lie
between `-k` and `k`. -/
theorem integral_inside {k a c : ℝ} (ha : -k ≤ a) (hac : a ≤ c) (hc : c ≤ k) :
    ∫ x in a..c, profile k x =
      (3 * k ^ 2 * (c - a) - (c ^ 3 - a ^ 3)) / (4 * k ^ 3) := by
  have h : ∫ x in a..c, profile k x = ∫ x in a..c, 3 * (k ^ 2 - x ^ 2) / (4 * k ^ 3) := by
    apply intervalIntegral.integral_congr
    intro x hx
    rw [Set.uIcc_of_le hac] at hx
    exact profile_inside (ha.trans hx.1) (hx.2.trans hc)
  -- an antiderivative of the parabola
  have hd : ∀ x : ℝ, HasDerivAt (fun x : ℝ => 3 * (k ^ 2 * x - x ^ 3 / 3) / (4 * k ^ 3))
      (3 * (k ^ 2 - x ^ 2) / (4 * k ^ 3)) x := by
    intro x
    have h1 := ((((hasDerivAt_id' x).const_mul (k ^ 2)).fun_sub
      ((hasDerivAt_pow 3 x).div_const 3)).const_mul 3).div_const (4 * k ^ 3)
    exact h1.congr_deriv (by push_cast; ring)
  rw [h, intervalIntegral.integral_eq_sub_of_hasDerivAt (fun x _ => hd x)
    (Continuous.intervalIntegrable (by fun_prop) _ _)]
  ring
```

Q: Is the prefactor right? A wrong normalisation would rescale the absolute errors.

A: Set \(a=-k\) and \(c=k\). The numerator becomes \(6k^3-2k^3=4k^3\), so the total weight is one, as it should be for a profile per electron.

```lean
/-- The profile of a gas with `k > 0` has total weight one between `-k` and `k`. -/
theorem profile_normalized {k : ℝ} (hk : 0 < k) : ∫ x in (-k)..k, profile k x = 1 := by
  have h4 : 4 * k ^ 3 ≠ 0 := by positivity
  rw [integral_inside le_rfl (by linarith) le_rfl, div_eq_iff h4]
  ring
```

That is the weight between \(-k\) and \(k\). Above the Fermi momentum \(k^2-x^2\le 0\), the maximum is zero, and so is the integral:

```lean
/-- The profile has no weight between two momenta at or above the Fermi momentum `k ≥ 0`. -/
theorem integral_outside {k a c : ℝ} (hk : 0 ≤ k) (ha : k ≤ a) (hac : a ≤ c) :
    ∫ x in a..c, profile k x = 0 := by
  have h : ∫ x in a..c, profile k x = ∫ _x in a..c, (0 : ℝ) := by
    apply intervalIntegral.integral_congr
    intro x hx
    rw [Set.uIcc_of_le hac] at hx
    have hx' : k ^ 2 - x ^ 2 ≤ 0 := by nlinarith [hx.1]
    simp only [profile, max_eq_left hx', mul_zero, zero_div]
  rw [h]
  simp
```

Q: Then let me see the peak error. I would expect a broad window to hurt more where the profile is large.

A: The height of the profile does not matter. Suppose that the window lies wholly between \(-k\) and \(k\), which is the condition \(|q|+b\le k\). Put \(a=q-b\) and \(c=q+b\). Then \(c-a=2b\) and \(c^3-a^3=6q^2b+2b^3\), so

\[
\frac{1}{2b}\int_{q-b}^{q+b}J(x)\,dx=\frac{6k^2b-6q^2b-2b^3}{8bk^3}=\frac{3(k^2-q^2)}{4k^3}-\frac{b^2}{4k^3}=J(q)-\frac{b^2}{4k^3}.
\]

The slope of the parabola cancels between the two halves of the window, and only its curvature is left. The curvature is the same everywhere inside the sphere, so the loss does not depend on \(q\).

```lean
/-- If the whole window lies between `-k` and `k`, averaging lowers the profile
by `b² / (4k³)`, whatever the position `q` of the window. -/
theorem average_interior {k b q : ℝ} (hb : 0 < b) (hq : |q| + b ≤ k) :
    windowAverage (profile k) b q = profile k q - b ^ 2 / (4 * k ^ 3) := by
  obtain ⟨h1, h2⟩ := abs_le.mp (show |q| ≤ k - b by linarith)
  have h2b : 2 * b ≠ 0 := by positivity
  rw [windowAverage, integral_inside (by linarith) (by linarith) (by linarith),
    profile_inside (by linarith) (by linarith), div_eq_iff h2b]
  ring
```

In the proof, `abs_le` turns the hypothesis on \(|q|\) into the two inequalities that place the window inside the sphere. The previous results are then inserted, and `ring` does the algebra above.

Q: At the edge the window sticks out of the sphere. Your parabola would go negative there.

A: Which is why the integral is split at \(k\). Assume that the window contains \(k\), so \(q-b\le k\le q+b\), and that its lower end \(a=q-b\) is not below \(-k\). The part above \(k\) contributes nothing. The part below gives

\[
\int_a^k J(x)\,dx=\frac{3k^2(k-a)-(k^3-a^3)}{4k^3}=\frac{(k-a)(2k^2-ka-a^2)}{4k^3}=\frac{(k-a)^2(2k+a)}{4k^3}.
\]

Putting \(a=q-b\) back and dividing by \(2b\) yields

\[
\frac{(k-q+b)^2(2k+q-b)}{8bk^3}.
\]

```lean
/-- The averaged profile when the window contains the Fermi momentum `k > 0` and its
lower end does not fall below `-k`. -/
theorem average_across_edge {k b q : ℝ} (hk : 0 < k) (hb : 0 < b)
    (h1 : -k ≤ q - b) (h2 : q - b ≤ k) (h3 : k ≤ q + b) :
    windowAverage (profile k) b q =
      (k - q + b) ^ 2 * (2 * k + q - b) / (8 * b * k ^ 3) := by
  have hc : Continuous (profile k) := by
    show Continuous fun q : ℝ => 3 * max 0 (k ^ 2 - q ^ 2) / (4 * k ^ 3)
    fun_prop
  have e1 : 4 * k ^ 3 * (2 * b) ≠ 0 := by positivity
  have e2 : 8 * b * k ^ 3 ≠ 0 := by positivity
  -- split the window at the Fermi momentum
  rw [windowAverage, ← intervalIntegral.integral_add_adjacent_intervals
    (hc.intervalIntegrable (q - b) k) (hc.intervalIntegrable k (q + b)),
    integral_inside h1 h2 le_rfl, integral_outside hk.le le_rfl h3, add_zero,
    div_div, div_eq_div_iff e1 e2]
  ring
```

The split is the lemma `integral_add_adjacent_intervals`. It requires the profile to be integrable on both parts, and the continuity statement `hc` supplies that. The profile has a kink at \(k\), but no jump.

Q: So what exactly does the main theorem say?

A: For every real \(k\) and \(b\) with \(0<b\le k\), it states three things together. The average at \(q=0\) is \(J(0)-b^2/(4k^3)\). The profile at the Fermi edge is \(J(k)=0\). The average at \(q=k\) is

\[
\frac{b^2(2k+k-b)}{8bk^3}=\frac{b(3k-b)}{8k^3}.
\]

The middle statement matters, because it makes the whole average at the edge an error: the instrument reports intensity where the profile has none.

```lean
/-- For a window of half-width `0 < b ≤ k`, the average at the peak is `J(0) - b² / (4k³)`,
while at the Fermi edge, where the profile vanishes, it is `b (3k - b) / (8k³)`. -/
theorem compton_resolution {k b : ℝ} (hb : 0 < b) (hbk : b ≤ k) :
    windowAverage (profile k) b 0 = profile k 0 - b ^ 2 / (4 * k ^ 3) ∧
    profile k k = 0 ∧
    windowAverage (profile k) b k = b * (3 * k - b) / (8 * k ^ 3) := by
  have hk : 0 < k := hb.trans_le hbk
  refine ⟨average_interior hb (by simpa using hbk), by simp [profile], ?_⟩
  have e1 : 8 * b * k ^ 3 ≠ 0 := by positivity
  have e2 : 8 * k ^ 3 ≠ 0 := by positivity
  rw [average_across_edge hk hb (by linarith) (by linarith) (by linarith),
    div_eq_div_iff e1 e2]
  ring
```

The first part is the interior formula at \(q=0\), the second follows from the definition, and the third is the edge formula at \(q=k\). These are equalities at finite \(b\), with no expansion in a small parameter.

Q: Where does \(b\le k\) come from? It looks like a convenience.

A: It comes from the peak. A window centred at zero stays inside the sphere precisely when \(b\le k\). With \(b=2k\) the peak formula would give \(-1/(4k)\), a negative average of a non-negative profile. The edge is less demanding: there the general formula already allows windows up to \(b=2k\). Since \(b\) is positive, the condition also gives \(k>0\), so the theorem does not ask for that separately.

Q: "First order" and "second order" are statements about small \(b\). An equality at fixed \(b\) is not yet such a statement.

A: It becomes one after a division. The loss at the peak divided by \(b^2\) equals \(1/(4k^3)\) for every allowed \(b\), so that is also its limit. The excess at the edge divided by \(b\) equals

\[
\frac{3k-b}{8k^3}\;\longrightarrow\;\frac{3k}{8k^3}=\frac{3}{8k^2}\qquad(b\to0^+).
\]

Both limits are non-zero for \(k>0\), so the orders are two and one and no higher. The next theorem states the two limits, with `𝓝[>] 0` expressing that \(b\) approaches zero through positive values.

```lean
/-- For `k > 0` and a window shrinking to zero width, the loss at the peak divided by `b²`
tends to `1 / (4k³)`, and the excess at the Fermi edge divided by `b` tends to `3 / (8k²)`. -/
theorem error_orders {k : ℝ} (hk : 0 < k) :
    Tendsto (fun b => (profile k 0 - windowAverage (profile k) b 0) / b ^ 2)
      (𝓝[>] 0) (𝓝 (1 / (4 * k ^ 3))) ∧
    Tendsto (fun b => (windowAverage (profile k) b k - profile k k) / b)
      (𝓝[>] 0) (𝓝 (3 / (8 * k ^ 2))) := by
  constructor
  · refine tendsto_const_nhds.congr' ?_
    filter_upwards [Ioo_mem_nhdsGT hk] with b hb
    rw [(compton_resolution hb.1 hb.2.le).1, eq_div_iff (pow_ne_zero 2 hb.1.ne')]
    ring
  · have hc : Continuous (fun b : ℝ => (3 * k - b) / (8 * k ^ 3)) := by fun_prop
    have h0 := (hc.tendsto 0).mono_left (nhdsWithin_le_nhds (s := Set.Ioi 0))
    have e : (3 * k - 0) / (8 * k ^ 3) = 3 / (8 * k ^ 2) := by
      have e1 : 8 * k ^ 3 ≠ 0 := by positivity
      have e2 : 8 * k ^ 2 ≠ 0 := by positivity
      rw [div_eq_div_iff e1 e2]
      ring
    simp only [e] at h0
    refine h0.congr' ?_
    filter_upwards [Ioo_mem_nhdsGT hk] with b hb
    obtain ⟨-, hz, he⟩ := compton_resolution hb.1 hb.2.le
    rw [he, hz, eq_div_iff hb.1.ne']
    ring
```

In both halves `filter_upwards` restricts attention to \(0<b<k\), where the main theorem applies. At the peak the quotient is then constant. At the edge it agrees with a continuous function of \(b\), whose value at \(b=0\) is the limit.

Q: I can picture the peak result as curvature. What is the picture at the edge?

A: Just below \(k\) the profile falls almost linearly to zero with slope \(-3/(2k^2)\), and above \(k\) it is flat. The two halves of the window can no longer cancel each other's slope. The lower half holds a triangle of area about \(3b^2/(4k^2)\), the upper half holds nothing, and division by \(2b\) leaves \(3b/(8k^2)\).

Q: Orders compare errors only for sufficiently small \(b\). Could the peak error win for a wide window?

A: Not within the allowed range. Subtract the loss at the peak from the excess at the edge:

\[
\frac{b(3k-b)}{8k^3}-\frac{2b^2}{8k^3}=\frac{3b(k-b)}{8k^3}.
\]

For \(0<b\le k\) this is positive exactly when \(b<k\). At \(b=k\) both errors equal \(1/(4k)\).

```lean
/-- For `0 < b ≤ k` the excess at the Fermi edge is larger than the loss at the peak
exactly when `b < k`. -/
theorem peak_error_lt_edge_error_iff {k b : ℝ} (hb : 0 < b) (hbk : b ≤ k) :
    profile k 0 - windowAverage (profile k) b 0 <
      windowAverage (profile k) b k - profile k k ↔ b < k := by
  have hk : 0 < k := hb.trans_le hbk
  obtain ⟨hp, hz, he⟩ := compton_resolution hb hbk
  -- the difference of the two errors factorises
  have key : (windowAverage (profile k) b k - profile k k) -
      (profile k 0 - windowAverage (profile k) b 0) = 3 * b * (k - b) / (8 * k ^ 3) := by
    rw [hp, hz, he]
    ring
  have h3 : 0 < 3 * b := by positivity
  have h8 : 0 < 8 * k ^ 3 := by positivity
  constructor
  · intro h
    have hpos : 0 < 3 * b * (k - b) / (8 * k ^ 3) := by linarith
    by_contra hn
    have hkb : k - b = 0 := by linarith [not_lt.mp hn]
    rw [hkb, mul_zero, zero_div] at hpos
    exact lt_irrefl _ hpos
  · intro h
    have hpos : 0 < 3 * b * (k - b) / (8 * k ^ 3) :=
      div_pos (mul_pos h3 (sub_pos.2 h)) h8
    linarith

end

end ComptonResolution
```

```lean
#print axioms ComptonResolution.profile_normalized
#print axioms ComptonResolution.compton_resolution
#print axioms ComptonResolution.error_orders
#print axioms ComptonResolution.peak_error_lt_edge_error_iff
```

```
'ComptonResolution.profile_normalized' depends on axioms: [propext, Classical.choice, Quot.sound]
'ComptonResolution.compton_resolution' depends on axioms: [propext, Classical.choice, Quot.sound]
'ComptonResolution.error_orders' depends on axioms: [propext, Classical.choice, Quot.sound]
'ComptonResolution.peak_error_lt_edge_error_iff' depends on axioms: [propext, Classical.choice, Quot.sound]
```

The factorised difference is the step called `key`. If the edge error is strictly larger, the difference is positive, which rules out \(b=k\). If \(b<k\), every factor is positive, and the inequality follows.

Q: Give me a size that I can compare with a spectrum.

A: Take \(b=k/10\) and measure both errors against the peak height \(J(0)=3/(4k)\). The loss at the peak is \(b^2/(3k^2)=1/300\) of that height, about 0.3 per cent. The excess at the edge is \(b(3k-b)/(6k^2)=29/600\) of it, about 4.8 per cent.

Q: And what may I conclude about a real metal?

A: For a non-interacting gas seen through a flat window, a small error at the peak does not imply an equally small error at the Fermi edge: in the example above, the edge error is more than ten times larger. That is relevant when a computed free-electron profile is compared with a broadened spectrum. A measurement on a real metal adds a momentum distribution altered by interactions, a lattice, core electrons and a spectrometer with its own line shape. The model has none of these, so its numbers describe the effect of the window alone.
